# Transforming u″ = f u to a radial grid coordinate, with l(l+1) becoming (l + 1/2)² on the logarithmic grid

## Question

Let r(x) give the radius as a function of a grid coordinate x, with r′ > 0, and let u be a radial function that satisfies u″ = f u, where the primes on u are derivatives with respect to the radius. Rescale it to φ(x) = u(r(x))/√r′(x). I know the claim that φ then satisfies

φ″ = (r′² f(r) − S/2) φ, with S = r‴/r′ − (3/2)(r″/r′)²,

and that for r = exp(x) the extra term turns l(l+1) into (l + 1/2)². I would like to see every step of the calculation, and a proof in Lean that states exactly which derivatives have to exist and where. Can the step back from φ to u be proved too?

## Answer

### Grid map, rescaled function and Schwarzian

Primes on r, φ and ψ are derivatives with respect to x; primes on u and v are derivatives with respect to the radius, evaluated at r(x). The map r has three derivatives on an open set of grid coordinates, and r′ > 0 there. The quantity S is the Schwarzian derivative of r.

The starting equation has no first-derivative term. The transformation keeps it that way for any such grid map, which is the part of the Liouville transformation treated here; equations that start with a first-derivative term are not considered.

### Two differentiations and a cancellation

The product and chain rules applied to φ = u(r)/√r′ give

φ′ = r′ u′(r)/√r′ − r″ u(r)/(2 r′ √r′) = √r′ u′(r) − (r″/(2r′)) φ.

Differentiating once more gives four terms:

φ″ = (r″/(2√r′)) u′(r) + r′√r′ u″(r) − (r″/(2r′))′ φ − (r″/(2r′)) φ′.

The last two contain

(r″/(2r′))′ = r‴/(2r′) − r″²/(2r′²),

(r″/(2r′)) φ′ = (r″/(2√r′)) u′(r) − (r″²/(4r′²)) φ.

The terms in u′(r) cancel; this is what the factor 1/√r′ achieves. The coefficients of φ add up to

−r‴/(2r′) + r″²/(2r′²) + r″²/(4r′²) = −(1/2)[r‴/r′ − (3/2)(r″/r′)²] = −S/2.

Since r′√r′ = r′²/√r′, the result is

φ″ = r′² u″(r)/√r′ − (S/2) φ.

Inserting u″ = f u gives φ″ = (r′² f(r) − S/2) φ.

For the way back, suppose that φ satisfies this equation and that u″ exists at r(x). Comparing the two expressions for φ″ gives

(r′²/√r′) (u″(r) − f(r) u(r)) = 0.

The prefactor is positive, so u″ = f u at that radius.

For a second function v with ψ = v(r)/√r′, the terms with r″ cancel in the Wronskian:

φ ψ′ − φ′ ψ = √r′ (φ v′(r) − u′(r) ψ) = u(r) v′(r) − u′(r) v(r).

### The logarithmic and the rational grid

For r = exp(x), all three derivatives equal r, so S = 1 − 3/2 = −1/2 and −S/2 = 1/4. With u equal to r times the radial wavefunction, the radial Schrödinger equation with angular momentum quantum number l, potential V and energy E has f = l(l+1)/r² + 2(V − E), in Hartree atomic units for a particle of unit mass. The coefficient of φ is then

r² f + 1/4 = l(l+1) + 1/4 + 2r²(V − E) = (l + 1/2)² + 2r²(V − E).

For r = R(1 + x)/(1 − x) with R > 0 and −1 < x < 1, the derivatives are

r′ = 2R/(1 − x)², r″ = 4R/(1 − x)³, r‴ = 12R/(1 − x)⁴.

Hence S = 6/(1 − x)² − (3/2)·4/(1 − x)² = 0, and the equation is φ″ = r′² f(r) φ with no extra term.

### What the Lean statements say

`IsGrid s r r₁ r₂ r₃` says that `s` is open, that `r₁`, `r₂`, `r₃` are the successive derivatives of `r` on `s`, and that `r₁` is positive there. The definitions `gridFun` and `schwarzian` are φ and S, and `gridSlope` is the formula for φ′.

The function `u₁` stands for u′. In `transformed_equation`, `u` must have this derivative at every radius reached from `s`, while u″ = f u is needed only at the single radius `r x`. The conclusion states that `deriv (gridFun r r₁ u)` has the required derivative at `x`, so the existence of φ″ is proved together with its value. Nothing is asked of `f` beyond the equation itself, and nothing is asked of `u` at radii outside the grid. The centrifugal term, singular at the origin, is therefore admitted.

`original_equation` is the converse, with the differentiability of `u₁` at `r x` as a hypothesis. `wronskian_eq` compares the two Wronskians at one point.

`logarithmic_grid` uses Hartree atomic units for a particle of unit mass, with u equal to r times the radial wavefunction. The potential `V` is a given function of the radius, and `l` may be any real number. Both `logarithmic_grid` and `rational_grid` assume the equation for all positive radii; the first concludes at every real x, the second at each x between −1 and 1.

All functions are real-valued. Boundary conditions, normalisation, eigenvalues and the error of a discretisation do not enter. For atomic-structure programs, the result supplies the continuous one-particle radial Schrödinger equation on a logarithmic grid, for a given local potential, in the form without a first derivative that Numerov's method requires.

### The complete Lean file

```lean
import Mathlib

open Set Filter
open scoped Topology

namespace RadialGridTransformation

noncomputable section

/-- A grid map `r` on an open set `s` of grid coordinates, with first, second and third derivatives
`r₁`, `r₂`, `r₃` and with `r₁ > 0` on `s`. -/
structure IsGrid (s : Set ℝ) (r r₁ r₂ r₃ : ℝ → ℝ) : Prop where
  isOpen : IsOpen s
  d1 : ∀ x ∈ s, HasDerivAt r (r₁ x) x
  d2 : ∀ x ∈ s, HasDerivAt r₁ (r₂ x) x
  d3 : ∀ x ∈ s, HasDerivAt r₂ (r₃ x) x
  pos : ∀ x ∈ s, 0 < r₁ x

/-- The Schwarzian derivative `r'''/r' - (3/2) (r''/r')²`, written in terms of the three
derivatives of the grid map, for `r' ≠ 0`. -/
def schwarzian (r₁ r₂ r₃ : ℝ → ℝ) (x : ℝ) : ℝ :=
  r₃ x / r₁ x - 3 / 2 * (r₂ x / r₁ x) ^ 2

/-- The rescaled radial function `φ(x) = u(r(x)) / √r'(x)`, for `r' > 0`. -/
def gridFun (r r₁ u : ℝ → ℝ) (x : ℝ) : ℝ := u (r x) / √(r₁ x)

/-- The expression `√r' u'(r) - r''/(2 r') φ`, for `r' > 0`. -/
def gridSlope (r r₁ r₂ u u₁ : ℝ → ℝ) (x : ℝ) : ℝ :=
  √(r₁ x) * u₁ (r x) - r₂ x / (2 * r₁ x) * gridFun r r₁ u x

/-- A positive number is the square of its nonzero square root. -/
private theorem exists_root {a : ℝ} (h : 0 < a) : ∃ q : ℝ, q ≠ 0 ∧ a = q ^ 2 ∧ √a = q :=
  ⟨√a, (Real.sqrt_pos.2 h).ne', (Real.sq_sqrt h.le).symm, rfl⟩

variable {s : Set ℝ} {r r₁ r₂ r₃ u u₁ v v₁ f : ℝ → ℝ} {x : ℝ}

/-- For a grid map satisfying `IsGrid`, if `u` has derivative `u₁` at the radius `r(x)`, the
rescaled function has the slope `φ' = √r' u'(r) - r''/(2 r') φ` at `x`. -/
theorem hasDerivAt_gridFun (h : IsGrid s r r₁ r₂ r₃) (hx : x ∈ s)
    (hu : HasDerivAt u (u₁ (r x)) (r x)) :
    HasDerivAt (gridFun r r₁ u) (gridSlope r r₁ r₂ u u₁ x) x := by
  have hp := h.pos x hx
  have h0 := (hu.comp x (h.d1 x hx)).fun_div ((h.d2 x hx).sqrt hp.ne') (Real.sqrt_pos.2 hp).ne'
  have h1 : HasDerivAt (gridFun r r₁ u) _ x := h0
  refine h1.congr_deriv ?_
  obtain ⟨q, hq, hqr, hsq⟩ := exists_root hp
  simp only [gridSlope, gridFun, Function.comp_apply]
  rw [hsq, hqr]
  field

/-- For a grid map satisfying `IsGrid`, let `u` have derivative `u₁` at all radii reached, and let
`u₁` have derivative `w` at `r(x)`. Then `φ'' = r'² w/√r' - (S/2) φ` at `x`, with `S` the
Schwarzian. -/
theorem hasDerivAt_deriv_gridFun (h : IsGrid s r r₁ r₂ r₃)
    (hu : ∀ y ∈ s, HasDerivAt u (u₁ (r y)) (r y)) (hx : x ∈ s) {w : ℝ}
    (hw : HasDerivAt u₁ w (r x)) :
    HasDerivAt (deriv (gridFun r r₁ u))
      (r₁ x ^ 2 * (w / √(r₁ x)) - schwarzian r₁ r₂ r₃ x / 2 * gridFun r r₁ u x) x := by
  have hp := h.pos x hx
  -- near x the derivative of φ is the explicit slope
  have he : deriv (gridFun r r₁ u) =ᶠ[𝓝 x] gridSlope r r₁ r₂ u u₁ := by
    filter_upwards [h.isOpen.mem_nhds hx] with y hy
    exact (hasDerivAt_gridFun h hy (hu y hy)).deriv
  refine HasDerivAt.congr_of_eventuallyEq ?_ he
  -- differentiate the slope; the terms in u' cancel
  have h0 := (((h.d2 x hx).sqrt hp.ne').fun_mul (hw.comp x (h.d1 x hx))).fun_sub
    (((h.d3 x hx).fun_div ((h.d2 x hx).const_mul 2) (mul_ne_zero two_ne_zero hp.ne')).fun_mul
      (hasDerivAt_gridFun h hx (hu x hx)))
  have h1 : HasDerivAt (gridSlope r r₁ r₂ u u₁) _ x := h0
  refine h1.congr_deriv ?_
  obtain ⟨q, hq, hqr, hsq⟩ := exists_root hp
  simp only [gridSlope, gridFun, schwarzian, Function.comp_apply]
  rw [hsq, hqr]
  field

/-- Liouville transformation: for a grid map satisfying `IsGrid`, let `u` have derivative `u₁` at
all radii reached and let `u'' = f u` at `r(x)`. Then `φ = u(r)/√r'` satisfies
`φ'' = (r'² f(r) - S/2) φ` at `x`. -/
theorem transformed_equation (h : IsGrid s r r₁ r₂ r₃)
    (hu : ∀ y ∈ s, HasDerivAt u (u₁ (r y)) (r y)) (hx : x ∈ s)
    (hf : HasDerivAt u₁ (f (r x) * u (r x)) (r x)) :
    HasDerivAt (deriv (gridFun r r₁ u))
      ((r₁ x ^ 2 * f (r x) - schwarzian r₁ r₂ r₃ x / 2) * gridFun r r₁ u x) x := by
  refine (hasDerivAt_deriv_gridFun h hu hx hf).congr_deriv ?_
  simp only [gridFun]
  ring

/-- Converse: for a grid map satisfying `IsGrid`, let `u` have derivative `u₁` at all radii reached
and let `u₁` be differentiable at `r(x)`. If `φ'' = (r'² f(r) - S/2) φ` at `x`, then `u'' = f u` at
`r(x)`. -/
theorem original_equation (h : IsGrid s r r₁ r₂ r₃)
    (hu : ∀ y ∈ s, HasDerivAt u (u₁ (r y)) (r y)) (hx : x ∈ s)
    (hd : DifferentiableAt ℝ u₁ (r x))
    (hφ : HasDerivAt (deriv (gridFun r r₁ u))
      ((r₁ x ^ 2 * f (r x) - schwarzian r₁ r₂ r₃ x / 2) * gridFun r r₁ u x) x) :
    HasDerivAt u₁ (f (r x) * u (r x)) (r x) := by
  have hp := h.pos x hx
  -- compare the two values of φ''
  have e := (hasDerivAt_deriv_gridFun h hu hx hd.hasDerivAt).unique hφ
  simp only [gridFun] at e
  have key : r₁ x ^ 2 / √(r₁ x) * (deriv u₁ (r x) - f (r x) * u (r x)) = 0 := by
    linear_combination e
  have hne : r₁ x ^ 2 / √(r₁ x) ≠ 0 := by positivity
  exact hd.hasDerivAt.congr_deriv (sub_eq_zero.1 ((mul_eq_zero.1 key).resolve_left hne))

/-- For a grid map satisfying `IsGrid`, the Wronskian of two rescaled functions at `x` equals the
Wronskian of the original functions at `r(x)`, if these have derivatives `u₁` and `v₁` there. -/
theorem wronskian_eq (h : IsGrid s r r₁ r₂ r₃) (hx : x ∈ s)
    (hu : HasDerivAt u (u₁ (r x)) (r x)) (hv : HasDerivAt v (v₁ (r x)) (r x)) :
    gridFun r r₁ u x * deriv (gridFun r r₁ v) x - deriv (gridFun r r₁ u) x * gridFun r r₁ v x
      = u (r x) * v₁ (r x) - u₁ (r x) * v (r x) := by
  rw [(hasDerivAt_gridFun h hx hu).deriv, (hasDerivAt_gridFun h hx hv).deriv]
  obtain ⟨q, hq, hqr, hsq⟩ := exists_root (h.pos x hx)
  simp only [gridSlope, gridFun]
  rw [hsq, hqr]
  field

/-- Logarithmic grid `r = exp x`: if `u'' = (l(l+1)/r² + 2(V - E)) u` for all `r > 0`, then
`φ = u(r)/√r` satisfies `φ'' = ((l + 1/2)² + 2 r² (V(r) - E)) φ` in the variable `x`. -/
theorem logarithmic_grid (l E : ℝ) (V : ℝ → ℝ)
    (hu : ∀ ρ > 0, HasDerivAt u (u₁ ρ) ρ)
    (hS : ∀ ρ > 0, HasDerivAt u₁ ((l * (l + 1) / ρ ^ 2 + 2 * (V ρ - E)) * u ρ) ρ) (x : ℝ) :
    HasDerivAt (deriv (gridFun Real.exp Real.exp u))
      (((l + 1 / 2) ^ 2 + 2 * Real.exp x ^ 2 * (V (Real.exp x) - E))
        * gridFun Real.exp Real.exp u x) x := by
  have hg : IsGrid univ Real.exp Real.exp Real.exp Real.exp :=
    ⟨isOpen_univ, fun y _ => Real.hasDerivAt_exp y, fun y _ => Real.hasDerivAt_exp y,
      fun y _ => Real.hasDerivAt_exp y, fun y _ => Real.exp_pos y⟩
  have hm := transformed_equation (f := fun ρ => l * (l + 1) / ρ ^ 2 + 2 * (V ρ - E)) hg
    (fun y _ => hu _ (Real.exp_pos y)) (mem_univ x) (hS _ (Real.exp_pos x))
  refine hm.congr_deriv ?_
  -- the Schwarzian is -1/2 and supplies the missing 1/4
  have hx : Real.exp x ≠ 0 := Real.exp_ne_zero x
  congr 1
  simp only [schwarzian]
  field

/-- The rational grid map `r = R (1 + x)/(1 - x)`, for `-1 < x < 1`. -/
def rationalGrid (R x : ℝ) : ℝ := R * (1 + x) / (1 - x)

/-- Rational grid with `R > 0` and `-1 < x < 1`: if `u'' = f u` for all `r > 0`, then
`φ = u(r)/√r'` satisfies `φ'' = r'² f(r) φ`, where `r' = 2R/(1 - x)²`. -/
theorem rational_grid {R : ℝ} (hR : 0 < R) (hu : ∀ ρ > 0, HasDerivAt u (u₁ ρ) ρ)
    (hf : ∀ ρ > 0, HasDerivAt u₁ (f ρ * u ρ) ρ) (hx : x ∈ Ioo (-1 : ℝ) 1) :
    HasDerivAt (deriv (gridFun (rationalGrid R) (fun y => 2 * R / (1 - y) ^ 2) u))
      ((2 * R / (1 - x) ^ 2) ^ 2 * f (rationalGrid R x)
        * gridFun (rationalGrid R) (fun y => 2 * R / (1 - y) ^ 2) u x) x := by
  have hne : ∀ y ∈ Ioo (-1 : ℝ) 1, 1 - y ≠ 0 := fun y hy => (sub_pos.2 hy.2).ne'
  have hs : ∀ y : ℝ, HasDerivAt (fun z : ℝ => 1 - z) (-1) y :=
    fun y => (hasDerivAt_id' y).const_sub 1
  have p2 : ∀ y : ℝ, HasDerivAt (fun z : ℝ => (1 - z) ^ 2) (-(2 * (1 - y))) y :=
    fun y => ((hs y).fun_pow 2).congr_deriv (by simp)
  have p3 : ∀ y : ℝ, HasDerivAt (fun z : ℝ => (1 - z) ^ 3) (-(3 * (1 - y) ^ 2)) y :=
    fun y => ((hs y).fun_pow 3).congr_deriv (by simp)
  -- the three derivatives of the grid map
  have e1 : ∀ y ∈ Ioo (-1 : ℝ) 1, HasDerivAt (rationalGrid R) (2 * R / (1 - y) ^ 2) y := by
    intro y hy
    have h0 := hne y hy
    have h1 := (((hasDerivAt_id' y).const_add 1).const_mul R).fun_div (hs y) h0
    have h2 : HasDerivAt (rationalGrid R) _ y := h1
    exact h2.congr_deriv (by field)
  have e2 : ∀ y ∈ Ioo (-1 : ℝ) 1,
      HasDerivAt (fun z => 2 * R / (1 - z) ^ 2) (4 * R / (1 - y) ^ 3) y := by
    intro y hy
    have h0 := hne y hy
    have h1 := (hasDerivAt_const y (2 * R)).fun_div (p2 y) (pow_ne_zero 2 h0)
    exact h1.congr_deriv (by field)
  have e3 : ∀ y ∈ Ioo (-1 : ℝ) 1,
      HasDerivAt (fun z => 4 * R / (1 - z) ^ 3) (12 * R / (1 - y) ^ 4) y := by
    intro y hy
    have h0 := hne y hy
    have h1 := (hasDerivAt_const y (4 * R)).fun_div (p3 y) (pow_ne_zero 3 h0)
    exact h1.congr_deriv (by field)
  have hg : IsGrid (Ioo (-1) 1) (rationalGrid R) (fun y => 2 * R / (1 - y) ^ 2)
      (fun y => 4 * R / (1 - y) ^ 3) (fun y => 12 * R / (1 - y) ^ 4) :=
    ⟨isOpen_Ioo, e1, e2, e3, fun y hy => div_pos (by linarith) (pow_pos (sub_pos.2 hy.2) 2)⟩
  have hpos : ∀ y ∈ Ioo (-1 : ℝ) 1, 0 < rationalGrid R y := fun y hy =>
    div_pos (mul_pos hR (by linarith [hy.1])) (sub_pos.2 hy.2)
  -- the Schwarzian of a fractional linear map vanishes
  have hS : schwarzian (fun y => 2 * R / (1 - y) ^ 2) (fun y => 4 * R / (1 - y) ^ 3)
      (fun y => 12 * R / (1 - y) ^ 4) x = 0 := by
    have h0 := hne x hx
    have hR0 := hR.ne'
    simp only [schwarzian]
    field
  have hm := transformed_equation hg (fun y hy => hu _ (hpos y hy)) hx (hf _ (hpos x hx))
  refine hm.congr_deriv ?_
  simp only [hS]
  ring

end

end RadialGridTransformation
```

```lean
#print axioms RadialGridTransformation.original_equation
#print axioms RadialGridTransformation.wronskian_eq
#print axioms RadialGridTransformation.logarithmic_grid
#print axioms RadialGridTransformation.rational_grid
```

```
'RadialGridTransformation.original_equation' depends on axioms: [propext, Classical.choice, Quot.sound]
'RadialGridTransformation.wronskian_eq' depends on axioms: [propext, Classical.choice, Quot.sound]
'RadialGridTransformation.logarithmic_grid' depends on axioms: [propext, Classical.choice, Quot.sound]
'RadialGridTransformation.rational_grid' depends on axioms: [propext, Classical.choice, Quot.sound]
```

### From the hand calculation to the Lean proof

`hasDerivAt_gridFun` is the first differentiation. The chain rule enters through `hu.comp` and the quotient rule through `fun_div`. Lean then has a derivative in unsimplified form, and `congr_deriv` leaves the task of showing that it equals `gridSlope`. The lemma `exists_root` helps here: it writes r′ as q² and √r′ as q with q ≠ 0, which turns the identity into one between rational expressions that `field` can prove.

`hasDerivAt_deriv_gridFun` is the second differentiation, with an arbitrary value `w` for u″. Differentiating φ′ at x requires its formula in a neighbourhood of x, not just at x. The openness of `s` provides the neighbourhood, and `he` records that `deriv (gridFun r r₁ u)` and `gridSlope` agree on it. The slope is then differentiated by the product and quotient rules, and the final `field` carries out the cancellation of the u′ terms and the collection of −S/2.

`transformed_equation` sets `w` to f u and regroups. `original_equation` uses the uniqueness of derivatives to equate the two values of φ″; `key` is the factored equation above, and `hne` says that its prefactor is nonzero. `wronskian_eq` inserts the slope formula for both functions and simplifies with the same square-root substitution.

In `logarithmic_grid`, the exponential serves as the grid map and as each of its derivatives. After the general theorem is applied, `congr 1` removes the common factor φ, and what remains is the identity that completes l(l+1) to (l + 1/2)². In `rational_grid`, the steps `e1`, `e2` and `e3` establish the three derivatives, `hpos` shows that the radii are positive, and `hS` shows that the Schwarzian vanishes, after which the general theorem gives the result.
